# The resolvent trace of two distinguishable non-interacting finite-level particles is a sum of shifted logarithmic derivatives

Take two distinguishable particles that do not interact: the first has two levels, $H=\mathrm{diag}(h_1,h_2)$, and the second has a single level $k$. The pair has energies $h_1+k$ and $h_2+k$. At a complex energy $z$ different from both, its resolvent has trace

$$\frac{1}{z-k-h_1}+\frac{1}{z-k-h_2}=\frac{2w-h_1-h_2}{(w-h_1)(w-h_2)}=\frac{p'(w)}{p(w)},\qquad w=z-k,$$

where $p(w)=(w-h_1)(w-h_2)$ is the characteristic polynomial of $H$. The second particle only shifts the energy at which the first is probed. If it has more levels, each level contributes one such shifted term.

For Hermitian matrices $H$ and $K$ of any finite sizes, with eigenvalues $h_i$ and $k_j$ repeated according to multiplicity, the result is

$$\operatorname{Tr}\,(z-H\otimes 1-1\otimes K)^{-1}=\sum_j\frac{p'(z-k_j)}{p(z-k_j)}$$

for every non-real $z$, and more generally for every $z$ that is not a sum $h_i+k_j$. This is a convolution: the one-particle trace $p'/p$ of $H$ is summed over shifts by the spectrum of $K$. For a finite non-interacting model, setting $z=E+i\eta$ with $\eta>0$ and taking $-1/\pi$ times the imaginary part gives the Lorentzian-broadened density of pair energies, so this density follows from one-particle data without building the pair matrix.

## The pair Hamiltonian and its resolvent

The basis states of the two particles are labelled by finite types `m` and `n`, with $i$ running over `m` and $j$ over `n`.

```lean
import Mathlib

open Matrix Polynomial
open scoped Kronecker

namespace PairResolventTrace

noncomputable section

variable {m n : Type*} [Fintype m] [DecidableEq m] [Fintype n] [DecidableEq n]
```

A product state carries a label $(i,j)$, an element of `m × n`. Without interaction, each one-particle Hamiltonian acts on its own factor and leaves the other alone:

$$H_{\rm pair}=H\otimes 1+1\otimes K.$$

The symbol `⊗ₖ` is the Kronecker product. The space is the full product space, so the particles are distinguishable: no antisymmetrisation is imposed, and Pauli exclusion plays no part.

```lean
/-- The Hamiltonian `H ⊗ 1 + 1 ⊗ K` of two particles that do not interact. -/
def pairHamiltonian (H : Matrix m m ℂ) (K : Matrix n n ℂ) : Matrix (m × n) (m × n) ℂ :=
  H ⊗ₖ (1 : Matrix n n ℂ) + (1 : Matrix m m ℂ) ⊗ₖ K
```

The pair resolvent is $G(z)=(z-H_{\rm pair})^{-1}$, where the number $z$ stands for $z$ times the identity. Lean's matrix inverse returns zero for a singular matrix, so the trace theorems below carry a condition on $z$ under which the inverse is a true one.

```lean
/-- The two-particle resolvent `(z - H ⊗ 1 - 1 ⊗ K)⁻¹`. -/
def pairResolvent (H : Matrix m m ℂ) (K : Matrix n n ℂ) (z : ℂ) :
    Matrix (m × n) (m × n) ℂ :=
  (z • (1 : Matrix (m × n) (m × n) ℂ) - pairHamiltonian H K)⁻¹
```

## One product basis for all energies

By the spectral theorem, $H=UD_HU'$ with $D_H=\mathrm{diag}(h_i)$, $U$ unitary and $U'=U^\dagger$. The argument needs only $UU'=U'U=1$, and the lemma records just that. The real eigenvalues `hH.eigenvalues i` are read as complex numbers, and `hH` is the hypothesis that $H$ is Hermitian.

```lean
/-- A Hermitian matrix is brought to the diagonal matrix of its eigenvalues by an
invertible change of basis. -/
theorem exists_diagonalization {H : Matrix m m ℂ} (hH : H.IsHermitian) :
    ∃ U U' : Matrix m m ℂ, U * U' = 1 ∧ U' * U = 1 ∧
      H = U * diagonal (fun i => (hH.eigenvalues i : ℂ)) * U' := by
  refine ⟨hH.eigenvectorUnitary, star (hH.eigenvectorUnitary : Matrix m m ℂ),
    mem_unitaryGroup_iff.mp hH.eigenvectorUnitary.2,
    mem_unitaryGroup_iff'.mp hH.eigenvectorUnitary.2, ?_⟩
  exact hH.spectral_theorem
```

Write likewise $K=VD_KV'$, and set $W=U\otimes V$, $W'=U'\otimes V'$. The rule $(A\otimes B)(C\otimes D)=AC\otimes BD$ gives $WW'=W'W=1$ and

$$W(D_H\otimes 1)W'=UD_HU'\otimes VV'=H\otimes 1,\qquad W(1\otimes D_K)W'=1\otimes K.$$

Since $z=W\,z\,W'$, it follows that

$$z-H_{\rm pair}=W\,\mathrm{diag}\big(z-(h_i+k_j)\big)\,W'.$$

In the proof, `h1` and `h2` are the two one-particle identities, and `hd` compares the diagonal matrices entry by entry. The statement places `∀ z` after the choice of $W$ and $W'$, so one basis serves all energies.

```lean
/-- For Hermitian `H` and `K`, one change of basis, the same for all `z`, makes `z - H ⊗ 1 - 1 ⊗ K`
diagonal with entries `z - (h_i + k_j)`. -/
theorem exists_pair_diagonalization {H : Matrix m m ℂ} {K : Matrix n n ℂ}
    (hH : H.IsHermitian) (hK : K.IsHermitian) :
    ∃ W W' : Matrix (m × n) (m × n) ℂ, W * W' = 1 ∧ W' * W = 1 ∧
      ∀ z : ℂ, z • (1 : Matrix (m × n) (m × n) ℂ) - pairHamiltonian H K =
        W * diagonal (fun q : m × n =>
          z - ((hH.eigenvalues q.1 : ℂ) + (hK.eigenvalues q.2 : ℂ))) * W' := by
  obtain ⟨U, U', hU, hU', eH⟩ := exists_diagonalization hH
  obtain ⟨V, V', hV, hV', eK⟩ := exists_diagonalization hK
  have hW : (U ⊗ₖ V) * (U' ⊗ₖ V') = 1 := by
    rw [← mul_kronecker_mul, hU, hV, one_kronecker_one]
  have hW' : (U' ⊗ₖ V') * (U ⊗ₖ V) = 1 := by
    rw [← mul_kronecker_mul, hU', hV', one_kronecker_one]
  refine ⟨U ⊗ₖ V, U' ⊗ₖ V', hW, hW', fun z => ?_⟩
  -- each one-particle term is diagonal in the product basis
  have h1 : H ⊗ₖ (1 : Matrix n n ℂ) = (U ⊗ₖ V) *
      (diagonal (fun i => (hH.eigenvalues i : ℂ)) ⊗ₖ (1 : Matrix n n ℂ)) * (U' ⊗ₖ V') := by
    rw [← mul_kronecker_mul, ← mul_kronecker_mul, mul_one, hV, ← eH]
  have h2 : (1 : Matrix m m ℂ) ⊗ₖ K = (U ⊗ₖ V) *
      ((1 : Matrix m m ℂ) ⊗ₖ diagonal (fun j => (hK.eigenvalues j : ℂ))) * (U' ⊗ₖ V') := by
    rw [← mul_kronecker_mul, ← mul_kronecker_mul, mul_one, hU, ← eK]
  have hd : diagonal (fun q : m × n =>
      z - ((hH.eigenvalues q.1 : ℂ) + (hK.eigenvalues q.2 : ℂ))) =
      z • (1 : Matrix (m × n) (m × n) ℂ) -
        (diagonal (fun i => (hH.eigenvalues i : ℂ)) ⊗ₖ (1 : Matrix n n ℂ) +
          (1 : Matrix m m ℂ) ⊗ₖ diagonal (fun j => (hK.eigenvalues j : ℂ))) := by
    ext ⟨i, j⟩ ⟨i', j'⟩
    by_cases hi : i = i' <;> by_cases hj : j = j' <;>
      simp [one_apply, kroneckerMap_apply, hi, hj]
  rw [pairHamiltonian, h1, h2, hd, mul_sub, sub_mul, mul_add, add_mul, mul_smul_comm,
    mul_one, smul_mul_assoc, hW]
```

## The characteristic polynomial and its logarithmic derivative

The characteristic polynomial $p(w)=\det(w-H)$ factorises over the eigenvalues:

$$p(w)=\prod_i(w-h_i).$$

```lean
/-- The characteristic polynomial of a Hermitian matrix at `w` is the product of the
differences `w - h_i`. -/
theorem charpoly_eval {H : Matrix m m ℂ} (hH : H.IsHermitian) (w : ℂ) :
    H.charpoly.eval w = ∏ i, (w - (hH.eigenvalues i : ℂ)) := by
  have hp : H.charpoly = ∏ i, (X - C (hH.eigenvalues i : ℂ)) := hH.charpoly_eq
  rw [hp, eval_prod]
  simp only [eval_sub, eval_X, eval_C]
```

If $w$ is none of the $h_i$, the product rule gives

$$p'(w)=p(w)\sum_i\frac{1}{w-h_i},\qquad\text{hence}\qquad \frac{p'(w)}{p(w)}=\sum_i\frac1{w-h_i}.$$

The file proves this by adding one factor at a time. Let $P$ be the product of the factors over a finite set $s$ of indices, and let $S=\sum_{i\in s}1/(w-h_i)$. Suppose $P'(w)=P(w)S$. With a further factor $w-h_a$, the derivative becomes

$$P(w)+(w-h_a)P(w)S=(w-h_a)P(w)\Big(\frac1{w-h_a}+S\Big),$$

because $(w-h_a)\cdot\frac{1}{w-h_a}=1$. That last identity is `e` in the code, and `linear_combination` uses it to close the step. Dividing by $p(w)\neq0$ finishes the proof.

```lean
/-- For Hermitian `H`, away from the eigenvalues, the logarithmic derivative `p'(w)/p(w)` of the
characteristic polynomial is the sum of the simple poles `1/(w - h_i)`. -/
theorem charpoly_logDeriv {H : Matrix m m ℂ} (hH : H.IsHermitian) {w : ℂ}
    (hw : ∀ i, w ≠ (hH.eigenvalues i : ℂ)) :
    H.charpoly.derivative.eval w / H.charpoly.eval w =
      ∑ i, 1 / (w - (hH.eigenvalues i : ℂ)) := by
  have hp : H.charpoly = ∏ i, (X - C (hH.eigenvalues i : ℂ)) := hH.charpoly_eq
  -- product rule, one factor at a time
  have key : ∀ s : Finset m,
      (derivative (∏ i ∈ s, (X - C (hH.eigenvalues i : ℂ)))).eval w =
        (∏ i ∈ s, (w - (hH.eigenvalues i : ℂ))) *
          ∑ i ∈ s, 1 / (w - (hH.eigenvalues i : ℂ)) := by
    intro s
    induction s using Finset.induction_on with
    | empty => simp
    | insert a s ha ih =>
      have e := mul_one_div_cancel (sub_ne_zero.2 (hw a))
      rw [Finset.prod_insert ha, Finset.prod_insert ha, Finset.sum_insert ha,
        derivative_mul, eval_add, eval_mul, eval_mul, ih, eval_prod]
      simp only [derivative_sub, derivative_X, derivative_C, sub_zero, eval_one,
        eval_sub, eval_X, eval_C, one_mul]
      linear_combination (-(∏ i ∈ s, (w - (hH.eigenvalues i : ℂ)))) * e
  have h0 : ∏ i, (w - (hH.eigenvalues i : ℂ)) ≠ 0 :=
    Finset.prod_ne_zero_iff.2 fun i _ => sub_ne_zero.2 (hw i)
  rw [charpoly_eval hH, hp, key, mul_div_cancel_left₀ _ h0]
```

## Where the pair resolvent exists

Since $\det W\det W'=1$, the determinant of $z-H_{\rm pair}$ is that of its diagonal form. Grouping the factors by $j$,

$$\det(z-H_{\rm pair})=\prod_j\prod_i\big((z-k_j)-h_i\big)=\prod_j p(z-k_j).$$

This holds for every complex $z$, including the pair energies, where both sides vanish.

```lean
/-- For Hermitian `H` and `K`, the determinant of `z - H ⊗ 1 - 1 ⊗ K` is the product over the
eigenvalues `k_j` of `K` of the characteristic polynomial of `H` at `z - k_j`. -/
theorem pair_det {H : Matrix m m ℂ} {K : Matrix n n ℂ}
    (hH : H.IsHermitian) (hK : K.IsHermitian) (z : ℂ) :
    (z • (1 : Matrix (m × n) (m × n) ℂ) - pairHamiltonian H K).det =
      ∏ j, H.charpoly.eval (z - (hK.eigenvalues j : ℂ)) := by
  obtain ⟨W, W', hW, -, hD⟩ := exists_pair_diagonalization hH hK
  have hdet : W.det * W'.det = 1 := by rw [← det_mul, hW, det_one]
  rw [hD z, det_mul, det_mul, mul_right_comm, hdet, one_mul, det_diagonal,
    Fintype.prod_prod_type_right]
  refine Finset.prod_congr rfl fun j _ => ?_
  rw [charpoly_eval hH]
  exact Finset.prod_congr rfl fun i _ => by ring
```

A matrix is invertible exactly when its determinant is non-zero, and a finite product is non-zero exactly when every factor is. So $z-H_{\rm pair}$ is invertible if and only if $z\neq h_i+k_j$ for all $i$ and $j$. In Lean, `IsUnit` expresses invertibility. The condition `hz` in the general trace theorem is therefore precisely the condition that the resolvent exists.

```lean
/-- For Hermitian `H` and `K`, the matrix `z - H ⊗ 1 - 1 ⊗ K` is invertible exactly when `z` is not
a sum `h_i + k_j` of one-particle energies. -/
theorem pair_isUnit_iff {H : Matrix m m ℂ} {K : Matrix n n ℂ}
    (hH : H.IsHermitian) (hK : K.IsHermitian) (z : ℂ) :
    IsUnit (z • (1 : Matrix (m × n) (m × n) ℂ) - pairHamiltonian H K) ↔
      ∀ i j, z ≠ (hH.eigenvalues i : ℂ) + (hK.eigenvalues j : ℂ) := by
  rw [isUnit_iff_isUnit_det, pair_det hH hK, isUnit_iff_ne_zero, Finset.prod_ne_zero_iff]
  constructor
  · intro h i j e
    have hj := h j (Finset.mem_univ j)
    rw [charpoly_eval hH, Finset.prod_ne_zero_iff] at hj
    exact hj i (Finset.mem_univ i) (by rw [e]; ring)
  · intro h j _
    rw [charpoly_eval hH, Finset.prod_ne_zero_iff]
    intro i _ e
    exact h i j (by linear_combination e)
```

## The trace as a double sum over pair energies

Let $D=\mathrm{diag}(z-h_i-k_j)$, with no zero on the diagonal. Then $G(z)=WD^{-1}W'$, because

$$(WDW')(WD^{-1}W')=WD(W'W)D^{-1}W'=WW'=1.$$

Cyclicity of the trace removes the change of basis:

$$\operatorname{Tr}G(z)=\operatorname{Tr}(W'WD^{-1})=\sum_j\sum_i\frac{1}{z-(h_i+k_j)}.$$

This is a Lehmann form of the simplest kind. A Lehmann representation of a many-body Green's function has transition amplitudes in its numerators; in this trace every numerator is one, and the terms of coinciding pair energies simply add.

The `calc` block checks the displayed product, `inv_eq_right_inv` identifies the right inverse with the matrix inverse, and `trace_mul_cycle` supplies the cyclicity.

```lean
/-- Lehmann form: for Hermitian `H` and `K`, away from the sums `h_i + k_j`, the trace of the pair
resolvent is the double sum of `1/(z - (h_i + k_j))`. -/
theorem trace_pairResolvent_lehmann {H : Matrix m m ℂ} {K : Matrix n n ℂ}
    (hH : H.IsHermitian) (hK : K.IsHermitian) {z : ℂ}
    (hz : ∀ i j, z ≠ (hH.eigenvalues i : ℂ) + (hK.eigenvalues j : ℂ)) :
    (pairResolvent H K z).trace =
      ∑ j, ∑ i, 1 / (z - ((hH.eigenvalues i : ℂ) + (hK.eigenvalues j : ℂ))) := by
  obtain ⟨W, W', hW, hW', hD⟩ := exists_pair_diagonalization hH hK
  set d : m × n → ℂ := fun q =>
    z - ((hH.eigenvalues q.1 : ℂ) + (hK.eigenvalues q.2 : ℂ)) with hd
  have hdd : diagonal d * diagonal (fun q => 1 / d q) = 1 := by
    rw [diagonal_mul_diagonal, ← diagonal_one]
    congr 1
    funext q
    exact mul_one_div_cancel (sub_ne_zero.2 (hz q.1 q.2))
  -- invert the diagonal entries in the product basis
  have hinv : pairResolvent H K z = W * diagonal (fun q => 1 / d q) * W' := by
    rw [pairResolvent, hD z]
    apply inv_eq_right_inv
    calc W * diagonal d * W' * (W * diagonal (fun q => 1 / d q) * W')
        = W * diagonal d * (W' * W) * diagonal (fun q => 1 / d q) * W' := by
          simp only [Matrix.mul_assoc]
      _ = W * (diagonal d * diagonal (fun q => 1 / d q)) * W' := by
          rw [hW', Matrix.mul_one, Matrix.mul_assoc W]
      _ = 1 := by rw [hdd, Matrix.mul_one, hW]
  rw [hinv, trace_mul_cycle, hW', Matrix.one_mul, trace_diagonal,
    Fintype.sum_prod_type_right]
```

## From the double sum to the convolution

Fix $j$ and put $w=z-k_j$. The condition $z\neq h_i+k_j$ says that $w\neq h_i$, so the inner sum is a logarithmic derivative:

$$\sum_i\frac{1}{z-(h_i+k_j)}=\sum_i\frac{1}{w-h_i}=\frac{p'(z-k_j)}{p(z-k_j)}.$$

Summing over $j$ gives the general theorem. In words: if $H$ and $K$ are Hermitian and $z$ is not a sum of their eigenvalues, the trace of `pairResolvent H K z` is the sum over the eigenvalues of $K$ of the derivative of `H.charpoly` divided by `H.charpoly`, both evaluated at $z-k_j$.

```lean
/-- For Hermitian `H` and `K`, away from the sums `h_i + k_j`, the trace of the pair resolvent is
the sum over the eigenvalues `k_j` of `K` of `p'(z - k_j)/p(z - k_j)`, with `p` the characteristic
polynomial of `H`. -/
theorem trace_pairResolvent {H : Matrix m m ℂ} {K : Matrix n n ℂ}
    (hH : H.IsHermitian) (hK : K.IsHermitian) {z : ℂ}
    (hz : ∀ i j, z ≠ (hH.eigenvalues i : ℂ) + (hK.eigenvalues j : ℂ)) :
    (pairResolvent H K z).trace =
      ∑ j, H.charpoly.derivative.eval (z - (hK.eigenvalues j : ℂ)) /
        H.charpoly.eval (z - (hK.eigenvalues j : ℂ)) := by
  rw [trace_pairResolvent_lehmann hH hK hz]
  refine Finset.sum_congr rfl fun j _ => ?_
  rw [charpoly_logDeriv hH fun i e => hz i j (by linear_combination e)]
  exact Finset.sum_congr rfl fun i _ => by congr 1; ring
```

For non-real $z$ the condition holds by itself: every $h_i+k_j$ is real, so it cannot equal a number with non-zero imaginary part. The hypothesis `z.im ≠ 0` covers both half-planes, and hence both the retarded and the advanced side of the real axis at finite broadening. The limit of vanishing broadening is not taken, and continuous spectra do not arise in finite dimension.

```lean
/-- For Hermitian `H` and `K` and every non-real `z`, the trace of the pair resolvent is the sum
over the eigenvalues `k_j` of `K` of `p'(z - k_j)/p(z - k_j)`, with `p` the characteristic
polynomial of `H`. -/
theorem trace_pairResolvent_of_nonreal {H : Matrix m m ℂ} {K : Matrix n n ℂ}
    (hH : H.IsHermitian) (hK : K.IsHermitian) {z : ℂ} (hz : z.im ≠ 0) :
    (pairResolvent H K z).trace =
      ∑ j, H.charpoly.derivative.eval (z - (hK.eigenvalues j : ℂ)) /
        H.charpoly.eval (z - (hK.eigenvalues j : ℂ)) :=
  trace_pairResolvent hH hK fun i j e => hz (by rw [e]; simp)
```

## Exchanging the two particles

The double sum treats both particles alike. Let $r$ be the characteristic polynomial of $K$. Doing the sum over $j$ first, at fixed $i$, gives $r'(z-h_i)/r(z-h_i)$, and therefore

$$\sum_j\frac{p'(z-k_j)}{p(z-k_j)}=\sum_i\frac{r'(z-h_i)}{r(z-h_i)}$$

whenever $z$ is not a pair energy. One may thus sum over the spectrum of whichever particle has fewer levels. The proof returns to the double sum, swaps the order with `Finset.sum_comm`, and applies the logarithmic-derivative lemma to $K$.

```lean
/-- For Hermitian `H` and `K`, and `z` away from the sums `h_i + k_j`, the two particles may be
exchanged: summing the logarithmic derivative for `H` over the spectrum of `K` equals summing that
for `K` over the spectrum of `H`. -/
theorem convolution_exchange {H : Matrix m m ℂ} {K : Matrix n n ℂ}
    (hH : H.IsHermitian) (hK : K.IsHermitian) {z : ℂ}
    (hz : ∀ i j, z ≠ (hH.eigenvalues i : ℂ) + (hK.eigenvalues j : ℂ)) :
    ∑ j, H.charpoly.derivative.eval (z - (hK.eigenvalues j : ℂ)) /
        H.charpoly.eval (z - (hK.eigenvalues j : ℂ)) =
      ∑ i, K.charpoly.derivative.eval (z - (hH.eigenvalues i : ℂ)) /
        K.charpoly.eval (z - (hH.eigenvalues i : ℂ)) := by
  rw [← trace_pairResolvent hH hK hz, trace_pairResolvent_lehmann hH hK hz, Finset.sum_comm]
  refine Finset.sum_congr rfl fun i _ => ?_
  rw [charpoly_logDeriv hK fun j e => hz i j (by linear_combination e)]
  exact Finset.sum_congr rfl fun j _ => by congr 1; ring

end

end PairResolventTrace
```

```lean
#print axioms PairResolventTrace.pair_isUnit_iff
-- 'PairResolventTrace.pair_isUnit_iff' depends on axioms: [propext, Classical.choice, Quot.sound]
#print axioms PairResolventTrace.trace_pairResolvent_of_nonreal
-- 'PairResolventTrace.trace_pairResolvent_of_nonreal' depends on axioms: [propext, Classical.choice, Quot.sound]
#print axioms PairResolventTrace.convolution_exchange
-- 'PairResolventTrace.convolution_exchange' depends on axioms: [propext, Classical.choice, Quot.sound]
```
